# A raising operator with return amplitude s takes the top level of a finite ladder to s times the reference level

A ladder has finitely many levels, numbered from the reference level 0 up to m, and a raising operator that moves each level below the top to the next one up. From the top level the operator leads back to the reference level with amplitude s, which may be any complex number. The lemma `ladder_top` says that the operator's matrix, applied to the basis vector of level m, gives s times the basis vector of level 0; when m = 0 the two levels are the same. The proof reads the product as the last column of the matrix and compares it with the right-hand side entry by entry. It then splits the `if` conditions into cases, each to be closed by `omega` as contradictory or by `simp` as a simple identity.

In Lean, a first try:

```lean
import Mathlib

open Matrix

namespace LeakyExcitationLadder

/-- The raising operator on a ladder of `n` levels, reference included, with an amplitude `s` that
leads from the top level back to the reference level `0`. -/
def ladder (n : ℕ) (s : ℂ) : Matrix (Fin n) (Fin n) ℂ :=
  Matrix.of fun i k =>
    if k.val + 1 = i.val then 1 else if k.val + 1 = n ∧ i.val = 0 then s else 0

/-- The top level is sent to `s` times the reference level. -/
theorem ladder_top (m : ℕ) (s : ℂ) :
    ladder (m + 1) s *ᵥ Pi.single (⟨m, by omega⟩ : Fin (m + 1)) 1
      = s • Pi.single (⟨0, by omega⟩ : Fin (m + 1)) (1 : ℂ) := by
  ext i
  rw [Matrix.mulVec_single_one]
  change ladder (m + 1) s i ⟨m, by omega⟩ = _
  have hi := i.isLt
  simp only [ladder, Matrix.of_apply, Pi.smul_apply, Pi.single_apply, Fin.ext_iff, smul_eq_mul]
  split_ifs <;> first | (exfalso; omega) | simp

end LeakyExcitationLadder
```

Compiling this gives:

```
Main.lean:16:63: error: unsolved goals
case pos
m : ℕ
s : ℂ
i : Fin (m + 1)
hi : ↑i < m + 1
h✝² : ¬m + 1 = ↑i
h✝¹ : ¬(True ∧ ↑i = 0)
h✝ : ↑i = 0
⊢ 0 = s
```

Diagnosis. The message shows a case that cannot occur: it assumes both `↑i = 0` and `¬(True ∧ ↑i = 0)`. The matrix entry carries the condition `m + 1 = m + 1 ∧ ↑i = 0`. The `simp only` call reduced the first half to `True`, but its list had no lemma to remove `True` from the conjunction. The condition therefore differed in form from the `↑i = 0` on the right-hand side, and `split_ifs` split on the two separately.

In the resulting impossible case `omega` did not find the contradiction, so `first` fell through to `simp`. That call was not given the hypotheses to use, and it could only reduce the goal to `0 = s`, which is not true for general `s`.

The repair adds `true_and`, which rewrites `True ∧ ↑i = 0` to `↑i = 0`. Both sides now carry the same condition, so one split settles both and the impossible case no longer arises.

The change, after which it compiles:

```diff
@@ -19,5 +19,6 @@
   change ladder (m + 1) s i ⟨m, by omega⟩ = _
   have hi := i.isLt
-  simp only [ladder, Matrix.of_apply, Pi.smul_apply, Pi.single_apply, Fin.ext_iff, smul_eq_mul]
+  simp only [ladder, Matrix.of_apply, Pi.smul_apply, Pi.single_apply, Fin.ext_iff, smul_eq_mul,
+    true_and]
   split_ifs <;> first | (exfalso; omega) | simp
 
```
